# Stationarity under occupied-orbital rotations as the Perdew–Zunger localisation condition

A calculation with the Perdew–Zunger self-interaction correction can improve its orbitals by rotating pairs of occupied orbitals of the same spin into each other. When the derivative of the energy with respect to the rotation angle is not zero, its sign tells which way a small rotation lowers the energy; a second result gives a test for when no pair has a slope left. Both are derived here for real orbitals on a finite grid, with a correction functional that is differentiable at the orbital densities.

## Orbitals, potentials and energy on a grid

Let \(G\) be a finite set of grid points and let \(\iota\) be a finite set that labels the occupied orbitals \(\varphi_k\). In Lean an orbital is a function `G → ℝ`. Complex orbitals are not covered, and all the orbitals have the same spin; the energy terms of the other spin, whose orbitals are held fixed, can be counted in the functional \(E\) below.

```lean
import Mathlib

open Finset

namespace PerdewZungerLocalisation

noncomputable section

variable {G ι : Type*} [Fintype G] [Fintype ι] [DecidableEq ι]
```

The density of an orbital \(a\) is \(a^2\), taken point by point.

```lean
/-- The density of a real orbital on the grid. -/
def density (a : G → ℝ) : G → ℝ := fun x => a x ^ 2
```

The functional \(W\) stands for the self-interaction energy of one orbital density, which is its Hartree energy plus its exchange-correlation energy as a fully spin-polarised density. `HasPotential W v n` says that \(W\) is Fréchet differentiable at \(n\) with partial derivatives \(v(x)=\partial W/\partial n(x)\). Quadrature weights are therefore absorbed into \(v\). Since \(W\) takes every real grid function as its argument, differentiability at a density with a node also involves slightly negative values there.

```lean
/-- The functional `W` is differentiable at the density `n`, and its gradient there is the
potential `v`. -/
def HasPotential (W : (G → ℝ) → ℝ) (v n : G → ℝ) : Prop :=
  HasFDerivAt W (∑ x, v x • (ContinuousLinearMap.proj x : (G → ℝ) →L[ℝ] ℝ)) n
```

Write \(w[n]\) for the potential at density \(n\). The residual of two orbitals is
\[
R(a,b)=\sum_x a(x)\,\bigl(w[a^2](x)-w[b^2](x)\bigr)\,b(x).
\]

```lean
/-- The matrix element between two orbitals of the difference of their own potentials. -/
def residual (w : (G → ℝ) → G → ℝ) (a b : G → ℝ) : ℝ :=
  ∑ x, a x * (w (density a) x - w (density b) x) * b x
```

A pair rotation by the angle \(t\) replaces \(\varphi_i\) by \(\cos t\,\varphi_i+\sin t\,\varphi_j\) and \(\varphi_j\) by \(\cos t\,\varphi_j-\sin t\,\varphi_i\).

```lean
/-- The orbitals `i` and `j` are rotated into each other by the angle `t`; all others are kept. -/
def rotatePair (φ : ι → G → ℝ) (i j : ι) (t : ℝ) : ι → G → ℝ := fun k =>
  if k = i then Real.cos t • φ i + Real.sin t • φ j
  else if k = j then Real.cos t • φ j - Real.sin t • φ i
  else φ k
```

The density matrix is \(\gamma(x,y)=\sum_k\varphi_k(x)\varphi_k(y)\).

```lean
/-- The one-particle density matrix of a set of occupied orbitals. -/
def densityMatrix (φ : ι → G → ℝ) : G → G → ℝ := fun x y => ∑ k, φ k x * φ k y
```

The energy is \(E[\gamma]-\sum_k W[\varphi_k^2]\). Here \(E\) is an arbitrary function of \(\gamma\), standing for the uncorrected energy; it need not even be continuous. Orthonormality of the orbitals is not assumed.

```lean
/-- The Perdew-Zunger energy: a functional `E` of the density matrix minus the sum of `W` over
the orbital densities. -/
def pzEnergy (E : (G → G → ℝ) → ℝ) (W : (G → ℝ) → ℝ) (φ : ι → G → ℝ) : ℝ :=
  E (densityMatrix φ) - ∑ k, W (density (φ k))
```

## (a) The functional along a moving orbital

**Task.** An orbital \(c(s)\) has velocity \(d\) at \(s=t\), and \(v\) is the potential at \(c(t)^2\). Show that
\[
\frac{d}{ds}W[c(s)^2]\Big|_{s=t}=2\sum_x v(x)\,c(t)(x)\,d(x).
\]

**Solution.** At each point the density changes at the rate \(2\,c(t)(x)\,d(x)\). The chain rule multiplies this by \(v(x)\) and sums over \(x\). In the proof, `hn` is the pointwise rate and `comp_hasDerivAt` is the chain rule.

```lean
/-- When an orbital `c` moves with velocity `d`, the functional `W` of its density changes at
the rate `2 ∑ v c d`, where `v` is the potential. -/
theorem hasDerivAt_orbital_functional {W : (G → ℝ) → ℝ} {v d : G → ℝ} {c : ℝ → G → ℝ} {t : ℝ}
    (hW : HasPotential W v (density (c t))) (hc : HasDerivAt c d t) :
    HasDerivAt (fun s => W (density (c s))) (2 * ∑ x, v x * (c t x * d x)) t := by
  -- the density changes at the rate 2 c d at each grid point
  have hn : HasDerivAt (fun s => density (c s)) (fun x => 2 * (c t x * d x)) t := by
    refine hasDerivAt_pi.2 fun x => ?_
    have hx := hasDerivAt_pi.1 hc x
    simp only [density, pow_two]
    exact (hx.fun_mul hx).congr_deriv (by ring)
  have hW' : HasFDerivAt W
      (∑ x, v x • (ContinuousLinearMap.proj x : (G → ℝ) →L[ℝ] ℝ)) (density (c t)) := hW
  have h := hW'.comp_hasDerivAt t hn
  refine h.congr_deriv ?_
  simp only [_root_.sum_apply, smul_apply,
    ContinuousLinearMap.proj_apply, smul_eq_mul, Finset.mul_sum]
  exact Finset.sum_congr rfl fun x _ => by ring
```

## (b) Two orbitals rotated into each other

**Task.** Let \(a_t=\cos t\,a+\sin t\,b\) and \(b_t=\cos t\,b-\sin t\,a\). Show that
\[
\frac{d}{dt}\bigl(W[a_t^2]+W[b_t^2]\bigr)\Big|_{t=0}=2R(a,b).
\]

**Solution.** At \(t=0\) the velocities are \(b\) and \(-a\). By (a) the two terms contribute \(2\sum_x w[a^2]ab\) and \(-2\sum_x w[b^2]ab\), whose sum is \(2R(a,b)\). The velocities are `hc` and `hd`, and the contributions are `h1` and `h2`.

```lean
/-- The derivative at zero angle of the summed `W` of two orbitals rotated into each other is
twice the matrix element of their potential difference. -/
theorem hasDerivAt_pair {W : (G → ℝ) → ℝ} {w : (G → ℝ) → G → ℝ} {a b : G → ℝ}
    (ha : HasPotential W (w (density a)) (density a))
    (hb : HasPotential W (w (density b)) (density b)) :
    HasDerivAt (fun t : ℝ => W (density (Real.cos t • a + Real.sin t • b))
      + W (density (Real.cos t • b - Real.sin t • a))) (2 * residual w a b) 0 := by
  -- at zero angle the first orbital moves towards b, the second towards -a
  have hc : HasDerivAt (fun t : ℝ => Real.cos t • a + Real.sin t • b) b 0 :=
    (((Real.hasDerivAt_cos 0).smul_const a).fun_add
      ((Real.hasDerivAt_sin 0).smul_const b)).congr_deriv (by simp)
  have hd : HasDerivAt (fun t : ℝ => Real.cos t • b - Real.sin t • a) (-a) 0 :=
    (((Real.hasDerivAt_cos 0).smul_const b).fun_sub
      ((Real.hasDerivAt_sin 0).smul_const a)).congr_deriv (by simp)
  have h1 := hasDerivAt_orbital_functional (W := W) (v := w (density a))
    (by simpa using ha) hc
  have h2 := hasDerivAt_orbital_functional (W := W) (v := w (density b))
    (by simpa using hb) hd
  refine (h1.fun_add h2).congr_deriv ?_
  simp only [Real.cos_zero, Real.sin_zero, one_smul, zero_smul, add_zero, sub_zero,
    Pi.neg_apply, residual]
  rw [← mul_add, ← Finset.sum_add_distrib]
  congr 1
  exact Finset.sum_congr rfl fun x _ => by ring
```

Differentiability matters. On two points take \(a=(1,1)/\sqrt2\), \(b=(1,-1)/\sqrt2\) and \(W[n]=|n(1)-n(2)|\). The rotated densities are \(\tfrac12(1\pm\sin 2t,\,1\mp\sin 2t)\), so the summed \(W\) is \(2|\sin 2t|\), which has a kink at \(t=0\) and no derivative.

## (c) The rotation by zero angle

**Task.** Show that a pair rotation with \(t=0\) returns every \(\varphi_k\).

**Solution.** Insert \(\cos 0=1\) and \(\sin 0=0\). The proof checks the three cases of the definition.

```lean
omit [Fintype G] [Fintype ι] in
/-- Rotation by zero angle leaves every orbital as it is. -/
theorem rotatePair_zero (φ : ι → G → ℝ) (i j : ι) : rotatePair φ i j 0 = φ := by
  funext k
  unfold rotatePair
  split_ifs with h h' <;> simp [*]
```

## (d) Rotated pair and spectators

**Task.** Let \(\varphi_k^t\) be the orbitals after the rotation, \(i\ne j\), and \(g\) any real function of an orbital. Show that
\[
\sum_k g(\varphi_k^t)=g(\varphi_i^t)+g(\varphi_j^t)+\sum_{k\ne i,j}g(\varphi_k).
\]

**Solution.** Take the terms \(i\) and \(j\) out of the sum; the other orbitals have not changed. `Finset.add_sum_erase`, applied twice, takes them out.

```lean
omit [Fintype G] in
/-- A sum over all orbitals after a pair rotation splits into the two rotated orbitals and the
unchanged ones. -/
theorem sum_rotatePair (φ : ι → G → ℝ) {i j : ι} (hij : i ≠ j) (t : ℝ) (g : (G → ℝ) → ℝ) :
    ∑ k, g (rotatePair φ i j t k) = g (Real.cos t • φ i + Real.sin t • φ j)
      + (g (Real.cos t • φ j - Real.sin t • φ i)
        + ∑ k ∈ (univ.erase i).erase j, g (φ k)) := by
  have h1 : rotatePair φ i j t i = Real.cos t • φ i + Real.sin t • φ j := by
    simp [rotatePair]
  have h2 : rotatePair φ i j t j = Real.cos t • φ j - Real.sin t • φ i := by
    simp [rotatePair, hij.symm]
  have h3 : ∑ k ∈ (univ.erase i).erase j, g (rotatePair φ i j t k)
      = ∑ k ∈ (univ.erase i).erase j, g (φ k) := by
    refine Finset.sum_congr rfl fun k hk => ?_
    have hkj := (Finset.mem_erase.1 hk).1
    have hki := (Finset.mem_erase.1 (Finset.mem_erase.1 hk).2).1
    simp [rotatePair, hkj, hki]
  rw [← Finset.add_sum_erase univ _ (Finset.mem_univ i),
    ← Finset.add_sum_erase (univ.erase i) _
      (Finset.mem_erase.2 ⟨hij.symm, Finset.mem_univ j⟩), h1, h2, h3]
```

## (e) The density matrix under rotation

**Task.** For \(i\neq j\), show that \(\gamma^t=\gamma\), where \(\gamma^t\) is built from the rotated orbitals.

**Solution.** In \(\varphi_i^t(x)\varphi_i^t(y)+\varphi_j^t(x)\varphi_j^t(y)\) the cross terms cancel, leaving
\[
(\cos^2t+\sin^2t)\bigl(\varphi_i(x)\varphi_i(y)+\varphi_j(x)\varphi_j(y)\bigr).
\]
The proof uses (d) at the angles \(t\) and \(0\). Subtracting the two removes the spectators, and `linear_combination` supplies \(\sin^2t+\cos^2t=1\).

```lean
omit [Fintype G] in
/-- The density matrix is unchanged when two occupied orbitals are rotated into each other. -/
theorem densityMatrix_rotatePair (φ : ι → G → ℝ) {i j : ι} (hij : i ≠ j) (t : ℝ) :
    densityMatrix (rotatePair φ i j t) = densityMatrix φ := by
  funext x y
  have h := sum_rotatePair φ hij t (fun f => f x * f y)
  have h0 := sum_rotatePair φ hij 0 (fun f => f x * f y)
  rw [rotatePair_zero] at h0
  simp only [Pi.add_apply, Pi.sub_apply, Pi.smul_apply, smul_eq_mul, Real.cos_zero,
    Real.sin_zero] at h h0
  unfold densityMatrix
  linear_combination h - h0
    + (φ i x * φ i y + φ j x * φ j y) * Real.sin_sq_add_cos_sq t
```

## (f) The slope of the energy

**Task.** Suppose that \(W\) has potential \(w[\varphi_k^2]\) at every orbital density. For \(i\ne j\), show that the energy has the derivative \(-2R(\varphi_i,\varphi_j)\) at \(t=0\).

**Solution.** By (e) the term \(E[\gamma]\) is constant, and by (d) so are the spectator terms. What remains is minus the sum treated in (b). The equation `hpz` records this separation.

```lean
/-- The derivative of the Perdew-Zunger energy at zero angle of a pair rotation is minus twice
the matrix element of the potential difference. -/
theorem hasDerivAt_pzEnergy (E : (G → G → ℝ) → ℝ) {W : (G → ℝ) → ℝ} {w : (G → ℝ) → G → ℝ}
    {φ : ι → G → ℝ} (hW : ∀ k, HasPotential W (w (density (φ k))) (density (φ k)))
    {i j : ι} (hij : i ≠ j) :
    HasDerivAt (fun t => pzEnergy E W (rotatePair φ i j t))
      (-(2 * residual w (φ i) (φ j))) 0 := by
  -- only the two rotated orbital densities depend on the angle
  have hpz : (fun t => pzEnergy E W (rotatePair φ i j t)) = fun t =>
      (E (densityMatrix φ) - ∑ k ∈ (univ.erase i).erase j, W (density (φ k)))
      - (W (density (Real.cos t • φ i + Real.sin t • φ j))
        + W (density (Real.cos t • φ j - Real.sin t • φ i))) := by
    funext t
    unfold pzEnergy
    rw [densityMatrix_rotatePair φ hij, sum_rotatePair φ hij t (fun f => W (density f))]
    ring
  rw [hpz]
  exact (hasDerivAt_pair (hW i) (hW j)).const_sub _
```

## (g) The localisation condition

**Task.** Under the same hypothesis on \(W\), show that the energy has zero derivative at \(t=0\) for every pair rotation if and only if
\[
R(\varphi_i,\varphi_j)=0\quad\text{for all } i\neq j.
\]

**Solution.** By (f) each slope is \(-2R(\varphi_i,\varphi_j)\), and a derivative is unique, so one vanishes exactly when the other does. The two directions of the proof use `unique` and `congr_deriv`.

```lean
/-- The Perdew-Zunger energy is stationary under all pair rotations exactly when the potential
difference of every two orbitals has zero matrix element between them. -/
theorem stationary_iff_localised (E : (G → G → ℝ) → ℝ) {W : (G → ℝ) → ℝ}
    {w : (G → ℝ) → G → ℝ} {φ : ι → G → ℝ}
    (hW : ∀ k, HasPotential W (w (density (φ k))) (density (φ k))) :
    (∀ i j, i ≠ j → HasDerivAt (fun t => pzEnergy E W (rotatePair φ i j t)) 0 0) ↔
      ∀ i j, i ≠ j → residual w (φ i) (φ j) = 0 := by
  constructor
  · intro h i j hij
    have := (h i j hij).unique (hasDerivAt_pzEnergy E hW hij)
    linarith
  · intro h i j hij
    exact (hasDerivAt_pzEnergy E hW hij).congr_deriv (by rw [h i j hij]; simp)
```

The condition concerns rotations among occupied orbitals only. It neither optimises the occupied space nor distinguishes a minimum from a maximum. Despite its name, it does not guarantee that the orbitals are localised: on two points, \((1,1)/\sqrt2\) and \((1,-1)/\sqrt2\) have equal densities and so satisfy it, although both are spread evenly over the grid.

## (h) Lowering the energy when the condition fails

**Task.** Suppose \(R(\varphi_i,\varphi_j)\neq0\) for some \(i\ne j\), with \(W\) as in (f). Show that some angle \(t\) gives an energy strictly below that at \(t=0\).

**Solution.** If no angle did, \(t=0\) would be a minimum and the slope there would vanish. By (f) this would force \(R(\varphi_i,\varphi_j)=0\), a contradiction. The proof calls this minimum `hmin`.

```lean
/-- If the localisation condition fails for a pair of orbitals, some rotation of that pair
strictly lowers the Perdew-Zunger energy. -/
theorem exists_rotation_lowering (E : (G → G → ℝ) → ℝ) {W : (G → ℝ) → ℝ}
    {w : (G → ℝ) → G → ℝ} {φ : ι → G → ℝ}
    (hW : ∀ k, HasPotential W (w (density (φ k))) (density (φ k)))
    {i j : ι} (hij : i ≠ j) (hres : residual w (φ i) (φ j) ≠ 0) :
    ∃ t, pzEnergy E W (rotatePair φ i j t) < pzEnergy E W φ := by
  by_contra hno
  push Not at hno
  -- otherwise zero angle is a minimum, where the derivative vanishes
  have hmin : IsLocalMin (fun t => pzEnergy E W (rotatePair φ i j t)) 0 := by
    refine Filter.Eventually.of_forall fun t => ?_
    simpa only [rotatePair_zero] using hno t
  have h0 := hmin.hasDerivAt_eq_zero (hasDerivAt_pzEnergy E hW hij)
  exact hres (by linarith)

end

end PerdewZungerLocalisation
```

For a numerical instance, take two grid points, \(W[n]=\tfrac12\sum_x n(x)^2\), so that \(w[n]=n\), and the orbitals \(a=(0.8,0.6)\), \(b=(-0.6,0.8)\). Then \(ab=(-0.48,0.48)\) and \(a^2-b^2=(0.28,-0.28)\), which gives \(R(a,b)=-0.2688\) and an energy slope of \(+0.5376\). A negative angle should lower the energy. Indeed, the rotation with \(\cos t=0.8\), \(\sin t=-0.6\) gives the orbitals \((1,0)\) and \((0,1)\), each on a single point. The summed \(W\) rises from \(0.5392\) to \(1\), and the energy falls by \(0.4608\).

```lean
#print axioms PerdewZungerLocalisation.stationary_iff_localised
-- 'PerdewZungerLocalisation.stationary_iff_localised' depends on axioms: [propext, Classical.choice, Quot.sound]
#print axioms PerdewZungerLocalisation.exists_rotation_lowering
-- 'PerdewZungerLocalisation.exists_rotation_lowering' depends on axioms: [propext, Classical.choice, Quot.sound]
```
